# A resonantly driven core-excited level has a split Auger line exactly when $W^2>G^2/2$

Let a system start in a level that is driven from then on at resonance, with constant Rabi frequency $W>0$, into a core-excited level whose population decays at rate $G>0$ by Auger emission. Let $E$ be the offset of the electron energy from the nominal Auger line, with $\hbar=1$. In this two-level model the Auger line has its maximum only at $E=0$ if $W^2\le G^2/2$, and otherwise at exactly two energies separated by $\sqrt{W^2-G^2/2}$, which is $G/\sqrt2$ when $W=G$.

```lean
import Mathlib

open Matrix

namespace DrivenAugerDoublet

noncomputable section

/-- Hamiltonian of a level coupled with Rabi frequency `W` to a core-excited level
of decay rate `G`, at resonance and in the rotating frame. -/
def drivenH (W G : ℝ) : Matrix (Fin 2) (Fin 2) ℂ :=
  !![0, (W : ℂ) / 2; (W : ℂ) / 2, -(Complex.I * (G : ℂ) / 2)]

/-- The matrix `z - H`, whose inverse is the resolvent. -/
def energyMatrix (W G : ℝ) (z : ℂ) : Matrix (Fin 2) (Fin 2) ℂ :=
  z • (1 : Matrix (Fin 2) (Fin 2) ℂ) - drivenH W G

/-- The Auger line: squared modulus of the resolvent element from the first level to the
decaying one, for real energies `E` at which `E - H` is invertible. -/
def augerLine (W G E : ℝ) : ℝ := ‖(energyMatrix W G (E : ℂ))⁻¹ 1 0‖ ^ 2

/-- The energies at which the Auger line attains its global maximum. -/
def peaks (W G : ℝ) : Set ℝ := {E | ∀ E', augerLine W G E' ≤ augerLine W G E}

/-- The characteristic polynomial of the driven decaying level. -/
theorem det_energyMatrix (W G : ℝ) (z : ℂ) :
    (energyMatrix W G z).det = z * (z + Complex.I * G / 2) - (W : ℂ) ^ 2 / 4 := by
  rw [Matrix.det_fin_two]
  simp [energyMatrix, drivenH]
  ring

/-- For nonzero drive and decay rate the denominator of the line is positive at every
real energy. -/
theorem denominator_pos {W G : ℝ} (hW : W ≠ 0) (hG : G ≠ 0) (E : ℝ) :
    0 < (E ^ 2 - W ^ 2 / 4) ^ 2 + E ^ 2 * G ^ 2 / 4 := by
  by_cases hE : E = 0
  · subst hE
    have h : 0 < W ^ 4 := by positivity
    nlinarith
  · positivity

/-- For nonzero drive and decay rate, `E - H` is invertible at every real energy and the
Auger line has the stated closed form. -/
theorem augerLine_eq {W G : ℝ} (hW : W ≠ 0) (hG : G ≠ 0) (E : ℝ) :
    (energyMatrix W G (E : ℂ)).det ≠ 0 ∧
    augerLine W G E =
      (W ^ 2 / 4) / ((E ^ 2 - W ^ 2 / 4) ^ 2 + E ^ 2 * G ^ 2 / 4) := by
  -- squared modulus of the determinant, from its real and imaginary parts
  have hd : (energyMatrix W G (E : ℂ)).det =
      ((E ^ 2 - W ^ 2 / 4 : ℝ) : ℂ) + ((E * G / 2 : ℝ) : ℂ) * Complex.I := by
    rw [det_energyMatrix]
    push_cast
    ring
  have hn : Complex.normSq (energyMatrix W G (E : ℂ)).det =
      (E ^ 2 - W ^ 2 / 4) ^ 2 + E ^ 2 * G ^ 2 / 4 := by
    rw [hd, Complex.normSq_add_mul_I]
    ring
  constructor
  · intro h0
    have hpos := denominator_pos hW hG E
    rw [← hn, h0, map_zero] at hpos
    exact lt_irrefl _ hpos
  · -- Cramer's rule for the off-diagonal element
    have hinv : ∀ A : Matrix (Fin 2) (Fin 2) ℂ, A⁻¹ 1 0 = -A 1 0 / A.det := by
      intro A
      rw [Matrix.inv_def, Matrix.adjugate_fin_two, Ring.inverse_eq_inv']
      simp [div_eq_inv_mul]
    have hnum : -(energyMatrix W G (E : ℂ)) 1 0 = ((W / 2 : ℝ) : ℂ) := by
      simp [energyMatrix, drivenH]
    rw [augerLine, hinv, hnum, norm_div, div_pow, Complex.sq_norm, Complex.sq_norm, hn,
      Complex.normSq_ofReal]
    congr 1
    ring

/-- For nonzero drive and decay rate, the line is higher where its denominator is smaller. -/
theorem augerLine_le_iff {W G : ℝ} (hW : W ≠ 0) (hG : G ≠ 0) (E E' : ℝ) :
    augerLine W G E' ≤ augerLine W G E ↔
      (E ^ 2 - W ^ 2 / 4) ^ 2 + E ^ 2 * G ^ 2 / 4 ≤
        (E' ^ 2 - W ^ 2 / 4) ^ 2 + E' ^ 2 * G ^ 2 / 4 := by
  rw [(augerLine_eq hW hG E).2, (augerLine_eq hW hG E').2]
  exact div_le_div_iff_of_pos_left (by positivity) (denominator_pos hW hG E')
    (denominator_pos hW hG E)

/-- For a nonzero drive with `W² ≤ G²/2`, the Auger line has its maximum only at zero. -/
theorem peaks_weak_drive {W G : ℝ} (hW : W ≠ 0) (h : W ^ 2 ≤ G ^ 2 / 2) :
    peaks W G = {0} := by
  have hG : G ≠ 0 := by
    rintro rfl
    have : 0 < W ^ 2 := by positivity
    nlinarith
  have key : ∀ x : ℝ, 0 ≤ x ^ 2 * (G ^ 2 / 2 - W ^ 2) := fun x =>
    mul_nonneg (sq_nonneg x) (sub_nonneg.2 h)
  ext E
  simp only [peaks, Set.mem_ofPred_eq, Set.mem_singleton_iff]
  constructor
  · intro hE
    have h0 := (augerLine_le_iff hW hG E 0).1 (hE 0)
    have h4 : E ^ 4 ≤ 0 := by nlinarith [key E]
    exact (pow_eq_zero_iff (by norm_num)).1 (le_antisymm h4 (by positivity))
  · rintro rfl E'
    rw [augerLine_le_iff hW hG]
    nlinarith [key E', sq_nonneg (E' ^ 2)]

/-- For a nonzero decay rate and `W² > G²/2`, the Auger line has its maximum at exactly two
points, placed symmetrically about zero and separated by `√(W² - G²/2) > 0`. -/
theorem peaks_strong_drive {W G : ℝ} (hG : G ≠ 0) (h : G ^ 2 / 2 < W ^ 2) :
    0 < √(W ^ 2 - G ^ 2 / 2) ∧
    peaks W G = {-(√(W ^ 2 - G ^ 2 / 2) / 2), √(W ^ 2 - G ^ 2 / 2) / 2} := by
  have hW : W ≠ 0 := by
    rintro rfl
    nlinarith [sq_nonneg G]
  refine ⟨Real.sqrt_pos.2 (sub_pos.2 h), ?_⟩
  have hs : √(W ^ 2 - G ^ 2 / 2) ^ 2 = W ^ 2 - G ^ 2 / 2 :=
    Real.sq_sqrt (sub_pos.2 h).le
  generalize √(W ^ 2 - G ^ 2 / 2) = s at hs ⊢
  -- complete the square in `E²`
  have sq : ∀ x : ℝ, (x ^ 2 - W ^ 2 / 4) ^ 2 + x ^ 2 * G ^ 2 / 4 =
      (x ^ 2 - (s / 2) ^ 2) ^ 2 + G ^ 2 * (4 * W ^ 2 - G ^ 2) / 64 := by
    intro x
    have h2 : (s / 2) ^ 2 = (W ^ 2 - G ^ 2 / 2) / 4 := by rw [div_pow, hs]; norm_num
    rw [h2]
    ring
  ext E
  simp only [peaks, Set.mem_ofPred_eq, Set.mem_insert_iff, Set.mem_singleton_iff]
  constructor
  · intro hE
    have h0 := (augerLine_le_iff hW hG E (s / 2)).1 (hE (s / 2))
    rw [sq, sq, sub_self] at h0
    have h1 : (E ^ 2 - (s / 2) ^ 2) ^ 2 = 0 :=
      le_antisymm (by linarith) (sq_nonneg _)
    have h2 : E ^ 2 = (s / 2) ^ 2 :=
      sub_eq_zero.1 ((pow_eq_zero_iff (by norm_num)).1 h1)
    exact (sq_eq_sq_iff_eq_or_eq_neg.1 h2).symm
  · intro hE E'
    have h2 : E ^ 2 = (s / 2) ^ 2 := by
      rcases hE with rfl | rfl <;> ring
    rw [augerLine_le_iff hW hG, sq, sq, h2, sub_self]
    linarith [sq_nonneg (E' ^ 2 - (s / 2) ^ 2)]

/-- When the Rabi frequency equals the decay rate `G > 0`, the two maxima are separated
by `G/√2`. -/
theorem peaks_equal_rates {G : ℝ} (hG : 0 < G) :
    peaks G G = {-(G / √2 / 2), G / √2 / 2} := by
  have h := (peaks_strong_drive (W := G) hG.ne' (by nlinarith [pow_pos hG 2])).2
  have e : G ^ 2 - G ^ 2 / 2 = (G / √2) ^ 2 := by
    rw [div_pow, Real.sq_sqrt (by norm_num)]
    ring
  rwa [e, Real.sqrt_sq (by positivity)] at h

/-- For `W² ≥ G²/4` the characteristic polynomial factorises with the roots
`±√(W² - G²/4)/2 - iG/4`. -/
theorem det_factorised {W G : ℝ} (h : G ^ 2 / 4 ≤ W ^ 2) (z : ℂ) :
    (energyMatrix W G z).det =
      (z - (((√(W ^ 2 - G ^ 2 / 4) / 2 : ℝ) : ℂ) - ((G / 4 : ℝ) : ℂ) * Complex.I)) *
      (z - (((-(√(W ^ 2 - G ^ 2 / 4) / 2) : ℝ) : ℂ) - ((G / 4 : ℝ) : ℂ) * Complex.I)) := by
  have hr : ((√(W ^ 2 - G ^ 2 / 4) : ℝ) : ℂ) ^ 2 = (W : ℂ) ^ 2 - (G : ℂ) ^ 2 / 4 := by
    exact_mod_cast Real.sq_sqrt (sub_nonneg.2 h)
  rw [det_energyMatrix]
  generalize √(W ^ 2 - G ^ 2 / 4) = r at hr ⊢
  push_cast
  linear_combination (1 / 4) * hr - (G : ℂ) ^ 2 / 16 * Complex.I_sq

/-- For `G²/4 < W² ≤ G²/2` the Auger line has its global maximum only at zero, although `H` has two
eigenvalues whose real parts differ by `√(W² - G²/4) > 0`. -/
theorem hidden_splitting {W G : ℝ} (h₁ : G ^ 2 / 4 < W ^ 2) (h₂ : W ^ 2 ≤ G ^ 2 / 2) :
    peaks W G = {0} ∧ 0 < √(W ^ 2 - G ^ 2 / 4) ∧
    ∃ z₁ z₂ : ℂ, (energyMatrix W G z₁).det = 0 ∧ (energyMatrix W G z₂).det = 0 ∧
      z₂.re - z₁.re = √(W ^ 2 - G ^ 2 / 4) := by
  have hW : W ≠ 0 := by
    rintro rfl
    nlinarith [sq_nonneg G]
  have hre : ∀ a b : ℝ, ((a : ℂ) - (b : ℂ) * Complex.I).re = a := by
    intro a b
    simp
  refine ⟨peaks_weak_drive hW h₂, Real.sqrt_pos.2 (sub_pos.2 h₁),
    ((-(√(W ^ 2 - G ^ 2 / 4) / 2) : ℝ) : ℂ) - ((G / 4 : ℝ) : ℂ) * Complex.I,
    ((√(W ^ 2 - G ^ 2 / 4) / 2 : ℝ) : ℂ) - ((G / 4 : ℝ) : ℂ) * Complex.I, ?_, ?_, ?_⟩
  · rw [det_factorised h₁.le, sub_self, mul_zero]
  · rw [det_factorised h₁.le, sub_self, zero_mul]
  · rw [hre, hre]
    ring

end

end DrivenAugerDoublet
```

```lean
#print axioms DrivenAugerDoublet.augerLine_eq
#print axioms DrivenAugerDoublet.peaks_equal_rates
#print axioms DrivenAugerDoublet.hidden_splitting
```

```
'DrivenAugerDoublet.augerLine_eq' depends on axioms: [propext, Classical.choice, Quot.sound]
'DrivenAugerDoublet.peaks_equal_rates' depends on axioms: [propext, Classical.choice, Quot.sound]
'DrivenAugerDoublet.hidden_splitting' depends on axioms: [propext, Classical.choice, Quot.sound]
```

## The line and its set of maxima

The Hamiltonian `drivenH W G` is the complex matrix

$$H=\begin{pmatrix}0 & W/2\\ W/2 & -iG/2\end{pmatrix}.$$

Its rows and columns are numbered 0 and 1, as in Lean: level 0 is the initial level and level 1 is the core-excited one. `energyMatrix W G z` is $z-H$, and `augerLine W G E` is

$$A(E)=\left|\left[(E-H)^{-1}\right]_{10}\right|^2$$

at a real energy $E$. The inverse is the matrix inverse itself, so the closed formula for the line is a theorem and not a definition.

The set `peaks W G` contains every real $E$ at which $A$ is at least as large as at any other real energy. An equation such as `peaks W G = {0}` therefore says two things: the line attains its global maximum at $0$, and it does so nowhere else. The main statements are these:

- `peaks_weak_drive`: if $W\ne0$ and $W^2\le G^2/2$, the set is $\{0\}$.
- `peaks_strong_drive`: if $G\ne0$ and $W^2>G^2/2$, the set is $\{-s/2,\,s/2\}$ with $s=\sqrt{W^2-G^2/2}>0$.
- `peaks_equal_rates`: if $W=G>0$, the two points are $\pm G/(2\sqrt2)$.
- `hidden_splitting`: if $G^2/4<W^2\le G^2/2$, the set is $\{0\}$, although $H$ has two eigenvalues with different real parts.

The first two theorems ask only for nonzero parameters where the opening asks for positive ones, because the line depends on $W$ and $G$ through their squares. The physical case is $G>0$, where level 1 loses population. A nonzero drive is needed for there to be a line at all: at $W=0$ nothing reaches level 1.

## What the matrix element measures

Set $\hbar=1$. In the rotating frame, at resonance, both levels have energy zero and the drive couples them with strength $W/2$. Without decay, the populations would oscillate at angular frequency $W$. The entry $-iG/2$ makes the amplitude of an undriven level 1 fall as $e^{-Gt/2}$ and its population as $e^{-Gt}$, so $G$ is a population decay rate and the full width at half maximum of the Lorentzian line that an undriven system emits if it starts in level 1. It stands for Auger decay into a continuum whose coupling is taken to be independent of energy.

Suppose the system starts in level 0 at time zero and the drive then stays on. Let $c_1(t)$ be the amplitude of level 1. An Auger electron whose energy is offset by $E$ from the nominal line collects the amplitude

$$\int_0^\infty e^{iEt}c_1(t)\,dt=i\left[(E-H)^{-1}\right]_{10},$$

up to a constant factor. Its squared modulus is the line shape $A(E)$. A constant factor changes the height of the line but not the positions of its maxima.

The file begins with the matrix element; the time integral above is its physical reading. The model has one final state, exact resonance, the rotating-wave approximation and a drive of constant strength. It leaves out pulse envelopes, detuning, other losses from either level, and direct photoionisation into the same final state.

## From the inverse matrix to a real denominator

For real $E$,

$$E-H=\begin{pmatrix}E & -W/2\\ -W/2 & E+iG/2\end{pmatrix},$$

with determinant

$$\det(E-H)=E\left(E+\frac{iG}{2}\right)-\frac{W^2}{4}
=\left(E^2-\frac{W^2}{4}\right)+i\,\frac{EG}{2}.$$

The inverse of a $2\times2$ matrix has as its 10 entry minus the original 10 entry, divided by the determinant. Here that is $(W/2)/\det(E-H)$. Taking the squared modulus gives

$$A(E)=\frac{W^2/4}{D(E)},\qquad
D(E)=\left(E^2-\frac{W^2}{4}\right)^2+\frac{E^2G^2}{4}.$$

The denominator never vanishes. At $E=0$ it equals $W^4/16>0$, and at any other energy the term $E^2G^2/4$ is already positive. Hence $E-H$ is invertible at every real energy.

In the file, `det_energyMatrix` computes the determinant for complex $z$, and `denominator_pos` splits into the same two cases, $E=0$ and $E\ne0$. Inside `augerLine_eq`, the step `hd` separates the determinant into real and imaginary parts, `hn` takes the squared modulus, `hinv` is the rule for the inverse entry, and `hnum` identifies the numerator $W/2$. The theorem delivers both the invertibility and the formula.

Since the numerator does not depend on $E$, the line is highest where $D$ is smallest. This is `augerLine_le_iff`: $A(E')\le A(E)$ holds exactly when $D(E)\le D(E')$. From here on, the question is where a real polynomial has its minimum.

## One maximum for $W^2\le G^2/2$

Expanding $D$ and subtracting its value at zero gives

$$D(E)-D(0)=E^4+\frac{E^2}{2}\left(\frac{G^2}{2}-W^2\right).$$

If $W^2\le G^2/2$, the second term is not negative, so $D(E)-D(0)\ge E^4$. Thus $D$ is smallest at $E=0$ and strictly larger everywhere else. At equality, $W^2=G^2/2$, the quadratic term vanishes and the top of the line is flat to third order in $E$.

The proof of `peaks_weak_drive` first obtains $G\ne0$ from the hypotheses. Its step `key` records that $x^2(G^2/2-W^2)\ge0$ for every real $x$. If $E$ is a maximum of the line, comparing it with zero gives $D(E)\le D(0)$; then `nlinarith` finds $E^4\le0$, and so $E=0$. Conversely, the same inequality shows that no energy $E'$ gives a higher line than zero does.

## Two maxima for $W^2>G^2/2$

Now $s^2=W^2-G^2/2$ is positive. The coefficient of $E^2$ in $D$ is $-s^2/2$, and completing the square in $E^2$ gives

$$D(E)=\left(E^2-\frac{s^2}{4}\right)^2+\frac{G^2(4W^2-G^2)}{64}.$$

The last term is constant. The square is zero exactly when $E^2=s^2/4$, that is, at $E=\pm s/2$. These are the two maxima of the line, and their separation is $s$.

In `peaks_strong_drive` the local statement `sq` is this identity. If $E$ is a maximum, comparison with $s/2$ forces the square to be zero, which leaves $E=s/2$ or $E=-s/2$. In the other direction, either point makes the square zero, and at any other energy the square is at least that large.

For $W=G$ one has $s^2=G^2-G^2/2=G^2/2$, hence $s=G/\sqrt2$. `peaks_equal_rates` specialises the previous theorem and simplifies the square root in this way.

Because `peaks` concerns global maxima, these theorems do not by themselves exclude lower side peaks, but the derivative $D'(E)=4E^3+E\,(G^2/2-W^2)$ settles that by hand: it has no zeros beyond those at $0$ and, for strong drive, at $\pm s/2$, and in the latter case $E=0$ is a local minimum of the line.

## Eigenvalues that split before the line does

The eigenvalues of $H$ are the roots of

$$z^2+\frac{iG}{2}z-\frac{W^2}{4}=0.$$

The quadratic formula gives, for $W^2\ge G^2/4$,

$$z_\pm=\pm\frac12\sqrt{W^2-\frac{G^2}{4}}-\frac{iG}{4}.$$

The real parts therefore separate as soon as $W$ exceeds $G/2$, while the line acquires two maxima only when $W$ exceeds $G/\sqrt2$. Between these thresholds the eigenvalues are split in energy and the line still has one maximum.

`det_factorised` proves that the determinant of $z-H$ is $(z-z_+)(z-z_-)$. Its final step, `linear_combination`, uses only the square of the root and $i^2=-1$. `hidden_splitting` then supplies $z_-$ and $z_+$ explicitly, checks that the determinant vanishes at each, and subtracts their real parts to obtain $\sqrt{W^2-G^2/4}>0$. That the global maximum is attained only at zero comes from `peaks_weak_drive`.

The factorisation also shows how the two eigenvalues enter the spectrum:

$$\left[(E-H)^{-1}\right]_{10}=\frac{W/2}{(E-z_+)(E-z_-)}.$$

Both poles belong to one amplitude, which is squared only afterwards. The result is not a sum of two independent Lorentzian lines, and its maxima need not lie at the real parts of the poles.

Three energies should accordingly be kept apart: the Rabi frequency $W$, the difference $\sqrt{W^2-G^2/4}$ between the real parts of the eigenvalues, and the separation $\sqrt{W^2-G^2/2}$ of the maxima. At $W=G$ they are $G$, about $0.87\,G$ and about $0.71\,G$. For core-level spectroscopy this means that, within the constant-drive, two-level model, a measured doublet separation $s$ corresponds to $W=\sqrt{s^2+G^2/2}$ and not to $W=s$, and a single Auger maximum does not rule out a splitting of the complex energies.
